# The time-averaged spectral form factor of a finite unitary matrix tends to the sum of its squared degeneracies

## Two levels

Let U be the diagonal matrix with entries a and b, both of modulus 1. Then tr U^k = a^k + b^k, and

|tr U^k|² = 2 + 2 Re (a conj(b))^k.

If a ≠ b, the last term oscillates, and its average over k = 1, …, K vanishes as K grows. The averaged form factor tends to 2. If a = b, the last term is stuck at 2 and the average is 4. The long-time average therefore records whether the two levels coincide.

## From stroboscopic evolution to the plateau

Let U be an N by N unitary matrix that advances a closed quantum system by one time step, such as a Floquet operator. The quantity |tr U^k|² is its spectral form factor after k steps. Write m_z for the multiplicity of the eigenvalue z, that is, the dimension of its eigenspace. With sums running over distinct eigenvalues, the result is

(1/K) Σ_{k=1}^{K} |tr U^k|² → Σ_z m_z² as K → ∞,

Σ_z m_z² ≥ N, with equality exactly when every m_z = 1.

For a finite closed system with a fixed one-step evolution, the limit K → ∞ is thus a test for degeneracy that needs only N and the traces. At finite K the test is not sharp: two eigenvalues whose phases differ by much less than 1/K contribute almost as if they were equal. The degeneracies are those of U: if U = exp(−iHτ/ħ), two energies that differ by a multiple of 2πħ/τ give the same eigenvalue.

## Phases, traces and the surviving terms

**Eigenvalues are phases.** If Uv = zv with v ≠ 0, then v†v = v†U†Uv = |z|² v†v, so |z| = 1.

**The eigenspaces span the space.** Every complex vector is a sum of generalised eigenvectors, so it is enough that each of these is an eigenvector. Put A = U − z. Since U†U = UU† = 1, also A†A = AA†. Suppose that A²y = 0. Then AA†(Ay) = A†A(Ay) = 0, hence ‖A†Ay‖² = 0, hence ‖Ay‖² = y†A†Ay = 0. So A²y = 0 implies Ay = 0, and by induction A^k y = 0 implies Ay = 0 for every k.

**The trace.** Eigenspaces of different eigenvalues are independent, so the space is their direct sum. On the eigenspace of z, U^k acts as the number z^k. Hence

tr U^k = Σ_z m_z z^k.

At k = 0 this reads Σ_z m_z = N.

**The average.** Multiplying the trace by its conjugate gives

|tr U^k|² = Σ_z Σ_w m_z m_w q^k, where q = z conj(w).

Here |q| = 1, and q = 1 exactly when z = w. For q ≠ 1 the geometric sum satisfies

(q − 1) Σ_{k=1}^{K} q^k = q^(K+1) − q,

so the average of q^k has modulus at most 2/(K|q − 1|) and tends to 0. For q = 1 the average is 1. Only the terms with z = w survive, and they add up to Σ_z m_z².

**The bound.** Each m_z is a positive integer, so m_z ≤ m_z², with equality only for m_z = 1. Summing over z gives the lower bound N and its equality case.

A common error is to list all N eigenvalues with repetition and then to drop every term with two different indices. That always gives N. Terms with different indices but equal eigenvalues do not oscillate, and they supply the excess over N.

## Three levels with one doublet

Take U = diag(1, 1, −1). Then tr U^k = 2 + (−1)^k, which is 1 for odd k and 3 for even k. The form factor runs 1, 9, 1, 9, …, and its averages for K = 1, 2, 3, 4 are 1, 5, 11/3, 5. They tend to 5 = 2² + 1², above N = 3. The form factor itself has no limit; only its average does.

## The statement in Lean

The index type `n` is finite, and `Fintype.card n` is N. The hypothesis `U ∈ Matrix.unitaryGroup n ℂ` is the only one in `form_factor_plateau`; diagonalisability is derived from it.

- `levels U` is the set of distinct roots of the characteristic polynomial, and `mult U z` is the eigenspace dimension m_z.
- `formFactor U k` is |tr U^k|², without division by N². Dividing by N² would put the plateau of a nondegenerate spectrum at 1/N.
- `timeAverage U K` averages over the times 1 to K, and `plateau U` is the natural number Σ_z m_z².

The theorem has three parts: the limit, the inequality, and the equivalence between `plateau U = Fintype.card n` and all multiplicities being 1.

`uniform_degeneracy` adds that a common multiplicity d gives the limit dN. Kramers doublets without further degeneracy are the case d = 2; the common multiplicity is assumed there, not obtained from time-reversal symmetry.

The setting is one fixed matrix of finite size. There is no ensemble average, and nothing is stated about the form factor at early times or about the rate of convergence.

```lean
import Mathlib

open Matrix Filter Topology
open scoped ComplexOrder ComplexConjugate

namespace FormFactorPlateau

noncomputable section

variable {n : Type*} [Fintype n] [DecidableEq n]

/-- The distinct eigenvalues of `U`, as the roots of its characteristic polynomial. -/
def levels (U : Matrix n n ℂ) : Finset ℂ := U.charpoly.roots.toFinset

/-- The multiplicity of `z`: the dimension of the eigenspace of `U` at `z`. -/
def mult (U : Matrix n n ℂ) (z : ℂ) : ℕ :=
  Module.finrank ℂ (Module.End.eigenspace (Matrix.toLin' U) z)

/-- The spectral form factor `|tr U^k|²` after `k` time steps. -/
def formFactor (U : Matrix n n ℂ) (k : ℕ) : ℝ := ‖(U ^ k).trace‖ ^ 2

/-- The average of the form factor over the times `1, ..., K`, for `K ≥ 1`. -/
def timeAverage (U : Matrix n n ℂ) (K : ℕ) : ℝ :=
  (∑ k ∈ Finset.Icc 1 K, formFactor U k) / K

/-- The sum of the squared multiplicities of the distinct eigenvalues. -/
def plateau (U : Matrix n n ℂ) : ℕ := ∑ z ∈ levels U, mult U z ^ 2

/-- A number is a level of `U` exactly when it has a nonzero eigenvector. -/
theorem mem_levels (U : Matrix n n ℂ) (z : ℂ) :
    z ∈ levels U ↔ ∃ v : n → ℂ, v ≠ 0 ∧ U *ᵥ v = z • v := by
  have h : ∀ v : n → ℂ, (Matrix.scalar n z - U) *ᵥ v = z • v - U *ᵥ v := by
    intro v
    rw [Matrix.sub_mulVec]
    congr 1
    ext i
    simp [Matrix.scalar_apply, Matrix.mulVec_diagonal]
  rw [levels, Multiset.mem_toFinset, Polynomial.mem_roots (Matrix.charpoly_monic U).ne_zero,
    Polynomial.IsRoot.def, Matrix.eval_charpoly, ← Matrix.exists_mulVec_eq_zero_iff]
  constructor
  · rintro ⟨v, hv, e⟩
    exact ⟨v, hv, (sub_eq_zero.mp ((h v).symm.trans e)).symm⟩
  · rintro ⟨v, hv, e⟩
    exact ⟨v, hv, (h v).trans (sub_eq_zero.mpr e.symm)⟩

/-- The eigenvalues of a unitary matrix are pure phases. -/
theorem norm_level {U : Matrix n n ℂ} (hU : U ∈ Matrix.unitaryGroup n ℂ) {z : ℂ}
    (hz : z ∈ levels U) : ‖z‖ = 1 := by
  obtain ⟨v, hv, e⟩ := (mem_levels U z).mp hz
  -- a unitary matrix preserves the norm of the eigenvector
  have h1 : star (U *ᵥ v) ⬝ᵥ (U *ᵥ v) = star v ⬝ᵥ v := by
    rw [Matrix.star_mulVec, ← Matrix.dotProduct_mulVec, Matrix.mulVec_mulVec,
      ← Matrix.star_eq_conjTranspose, Matrix.mem_unitaryGroup_iff'.mp hU, Matrix.one_mulVec]
  rw [e, star_smul, smul_dotProduct, dotProduct_smul, smul_eq_mul, smul_eq_mul] at h1
  have hs : star v ⬝ᵥ v ≠ 0 := fun h => hv (dotProduct_star_self_eq_zero.mp h)
  have h2 : star z * z = 1 := mul_right_cancel₀ hs (by linear_combination h1)
  have h3 := congrArg norm h2
  rw [norm_mul, norm_star, norm_one] at h3
  exact (mul_self_eq_one_iff.mp h3).resolve_right (fun h => by linarith [norm_nonneg z])

/-- The eigenspaces of a unitary matrix together span the whole state space. -/
theorem eigenspaces_span {U : Matrix n n ℂ} (hU : U ∈ Matrix.unitaryGroup n ℂ) :
    ⨆ z : levels U, Module.End.eigenspace (Matrix.toLin' U) (z : ℂ) = ⊤ := by
  rw [eq_top_iff, ← Module.End.iSup_maxGenEigenspace_eq_top (Matrix.toLin' U)]
  refine iSup_le fun z x hx => ?_
  rw [Module.End.mem_maxGenEigenspace] at hx
  obtain ⟨k, hk⟩ := hx
  have h1 : Uᴴ * U = 1 := Matrix.mem_unitaryGroup_iff'.mp hU
  have h2 : U * Uᴴ = 1 := Matrix.mem_unitaryGroup_iff.mp hU
  -- the shifted matrix is normal
  obtain ⟨A, hA⟩ : ∃ A : Matrix n n ℂ, A = U - z • (1 : Matrix n n ℂ) := ⟨_, rfl⟩
  have hN : Aᴴ * A = A * Aᴴ := by
    rw [hA, Matrix.conjTranspose_sub, Matrix.conjTranspose_smul, Matrix.conjTranspose_one]
    simp only [sub_mul, mul_sub, smul_mul_assoc, mul_smul_comm, one_mul, mul_one, h1, h2]
    module
  have hlin : Matrix.toLin' U - z • (1 : Module.End ℂ (n → ℂ)) = Matrix.toLin' A :=
    LinearMap.ext fun v => by simp [hA]
  -- hence a generalised eigenvector is an eigenvector
  have key : ∀ (k : ℕ) (y : n → ℂ), (Matrix.toLin' A ^ k) y = 0 → A *ᵥ y = 0 := by
    intro k
    induction k with
    | zero =>
      intro y hy
      have hy' : y = 0 := by simpa using hy
      rw [hy', Matrix.mulVec_zero]
    | succ k ih =>
      intro y hy
      rw [pow_succ, Module.End.mul_apply, Matrix.toLin'_apply] at hy
      have h3 : (A * Aᴴ) *ᵥ (A *ᵥ y) = 0 := by
        rw [← hN, ← Matrix.mulVec_mulVec, ih _ hy, Matrix.mulVec_zero]
      have h4 := (Matrix.self_mul_conjTranspose_mulVec_eq_zero A _).mp h3
      rw [Matrix.mulVec_mulVec] at h4
      exact (Matrix.conjTranspose_mul_self_mulVec_eq_zero A y).mp h4
  rw [hlin] at hk
  have h5 := key k x hk
  rw [hA, Matrix.sub_mulVec, Matrix.smul_mulVec, Matrix.one_mulVec, sub_eq_zero] at h5
  by_cases hx0 : x = 0
  · rw [hx0]
    exact Submodule.zero_mem _
  · exact Submodule.mem_iSup_of_mem (⟨z, (mem_levels U z).mpr ⟨x, hx0, h5⟩⟩ : levels U)
      (Module.End.mem_eigenspace_iff.mpr h5)

/-- For unitary `U`, the trace of `U^k` is the sum of the `k`-th powers of the distinct
eigenvalues, weighted by their multiplicities. -/
theorem trace_pow {U : Matrix n n ℂ} (hU : U ∈ Matrix.unitaryGroup n ℂ) (k : ℕ) :
    (U ^ k).trace = ∑ z ∈ levels U, (mult U z : ℂ) * z ^ k := by
  have hint : DirectSum.IsInternal
      (fun z : levels U => Module.End.eigenspace (Matrix.toLin' U) (z : ℂ)) :=
    (DirectSum.isInternal_submodule_iff_iSupIndep_and_iSup_eq_top _).mpr
      ⟨(Module.End.eigenspaces_iSupIndep _).comp Subtype.val_injective, eigenspaces_span hU⟩
  have hpow : ∀ (z : ℂ) (x : n → ℂ), x ∈ Module.End.eigenspace (Matrix.toLin' U) z →
      Matrix.toLin' (U ^ k) x = z ^ k • x := by
    intro z x hx
    have hx' : U *ᵥ x = z • x := Module.End.mem_eigenspace_iff.mp hx
    rw [Matrix.toLin'_apply]
    induction k with
    | zero => simp
    | succ k ih =>
      rw [pow_succ, ← Matrix.mulVec_mulVec, hx', Matrix.mulVec_smul, ih, smul_smul, pow_succ,
        mul_comm]
  have hmaps : ∀ z : levels U, Set.MapsTo (Matrix.toLin' (U ^ k))
      (Module.End.eigenspace (Matrix.toLin' U) (z : ℂ))
      (Module.End.eigenspace (Matrix.toLin' U) (z : ℂ)) := by
    intro z x hx
    rw [SetLike.mem_coe, hpow z x hx]
    exact Submodule.smul_mem _ _ hx
  have htr : LinearMap.trace ℂ (n → ℂ) (Matrix.toLin' (U ^ k)) = (U ^ k).trace := by
    rw [LinearMap.trace_eq_matrix_trace ℂ (Pi.basisFun ℂ n), LinearMap.toMatrix_eq_toMatrix',
      LinearMap.toMatrix'_toLin']
  -- on each eigenspace the power acts as a scalar
  rw [← htr, LinearMap.trace_eq_sum_trace_restrict hint hmaps, ← Finset.sum_coe_sort (levels U)]
  refine Finset.sum_congr rfl fun z _ => ?_
  have hr : (Matrix.toLin' (U ^ k)).restrict (hmaps z) = ((z : ℂ) ^ k) • LinearMap.id :=
    LinearMap.ext fun x => Subtype.ext (hpow z x x.2)
  rw [hr, map_smul, LinearMap.trace_id, smul_eq_mul, mult, mul_comm]

/-- The long-time average of the powers of a phase other than `1` vanishes. -/
theorem phase_average {q : ℂ} (hq : ‖q‖ = 1) (h1 : q ≠ 1) :
    Tendsto (fun K : ℕ => (∑ k ∈ Finset.Icc 1 K, q ^ k) / (K : ℂ)) atTop (𝓝 0) := by
  have geo : ∀ K : ℕ, (∑ k ∈ Finset.Icc 1 K, q ^ k) * (q - 1) = q ^ (K + 1) - q := by
    intro K
    induction K with
    | zero => simp
    | succ K ih =>
      rw [Finset.sum_Icc_succ_top (by omega), add_mul, ih]
      ring
  refine squeeze_zero_norm (fun K => ?_) (tendsto_const_div_atTop_nhds_zero_nat (2 / ‖q - 1‖))
  rw [norm_div, Complex.norm_natCast]
  refine div_le_div_of_nonneg_right ?_ (Nat.cast_nonneg K)
  rw [le_div_iff₀ (norm_pos_iff.mpr (sub_ne_zero.mpr h1)), ← norm_mul, geo]
  calc ‖q ^ (K + 1) - q‖ ≤ ‖q ^ (K + 1)‖ + ‖q‖ := norm_sub_le _ _
    _ = 2 := by rw [norm_pow, hq]; norm_num

/-- For unitary `U`, the multiplicities of the distinct eigenvalues add up to the dimension. -/
theorem sum_mult {U : Matrix n n ℂ} (hU : U ∈ Matrix.unitaryGroup n ℂ) :
    ∑ z ∈ levels U, mult U z = Fintype.card n := by
  have h := trace_pow hU 0
  simp only [pow_zero, Matrix.trace_one, mul_one] at h
  exact_mod_cast h.symm

/-- For unitary `U`, the time-averaged form factor tends to the sum of squared multiplicities. -/
theorem tendsto_plateau {U : Matrix n n ℂ} (hU : U ∈ Matrix.unitaryGroup n ℂ) :
    Tendsto (timeAverage U) atTop (𝓝 (plateau U : ℝ)) := by
  have hff : ∀ k, ((formFactor U k : ℝ) : ℂ) = ∑ z ∈ levels U, ∑ w ∈ levels U,
      ((mult U z : ℂ) * mult U w) * (z * conj w) ^ k := by
    intro k
    rw [formFactor, ← Complex.normSq_eq_norm_sq, ← Complex.mul_conj, trace_pow hU, map_sum,
      Finset.sum_mul_sum]
    refine Finset.sum_congr rfl fun z _ => Finset.sum_congr rfl fun w _ => ?_
    rw [map_mul, map_pow, map_natCast]
    ring
  have havg : ∀ K : ℕ, ((timeAverage U K : ℝ) : ℂ) = ∑ z ∈ levels U, ∑ w ∈ levels U,
      ((mult U z : ℂ) * mult U w) * ((∑ k ∈ Finset.Icc 1 K, (z * conj w) ^ k) / (K : ℂ)) := by
    intro K
    rw [timeAverage, Complex.ofReal_div, Complex.ofReal_sum, Complex.ofReal_natCast,
      Finset.sum_congr rfl fun k _ => hff k, Finset.sum_comm, Finset.sum_div]
    refine Finset.sum_congr rfl fun z _ => ?_
    rw [Finset.sum_comm, Finset.sum_div]
    refine Finset.sum_congr rfl fun w _ => ?_
    rw [← Finset.mul_sum, mul_div_assoc]
  -- only pairs of equal eigenvalues survive the average
  have hlim : Tendsto (fun K : ℕ => ((timeAverage U K : ℝ) : ℂ)) atTop
      (𝓝 (∑ z ∈ levels U, ∑ w ∈ levels U,
        ((mult U z : ℂ) * mult U w) * (if z = w then 1 else 0))) := by
    simp only [havg]
    refine tendsto_finsetSum _ fun z hz => tendsto_finsetSum _ fun w hw =>
      Tendsto.const_mul _ ?_
    have hz1 := norm_level hU hz
    have hw1 := norm_level hU hw
    have hww : w * conj w = 1 := by
      rw [Complex.mul_conj, Complex.normSq_eq_norm_sq, hw1]
      norm_num
    by_cases h : z = w
    · rw [if_pos h, h, hww]
      refine tendsto_const_nhds.congr' ?_
      filter_upwards [eventually_gt_atTop 0] with K hK
      have hK' : (K : ℂ) ≠ 0 := Nat.cast_ne_zero.mpr hK.ne'
      simp [hK']
    · rw [if_neg h]
      refine phase_average (by rw [norm_mul, Complex.norm_conj, hz1, hw1, one_mul]) fun hq => h ?_
      have hw0 : conj w ≠ 0 := right_ne_zero_of_mul_eq_one hww
      exact mul_right_cancel₀ hw0 (hq.trans hww.symm)
  have hval : (∑ z ∈ levels U, ∑ w ∈ levels U,
      ((mult U z : ℂ) * mult U w) * (if z = w then 1 else 0)) = (((plateau U : ℕ) : ℝ) : ℂ) := by
    rw [plateau]
    push_cast
    refine Finset.sum_congr rfl fun z hz => ?_
    simp only [mul_ite, mul_one, mul_zero, Finset.sum_ite_eq, if_pos hz]
    ring
  rw [hval] at hlim
  exact (Complex.continuous_re.tendsto _).comp hlim

/-- For unitary `U`, the time-averaged form factor tends to the sum of squared multiplicities.
This plateau is at least the dimension, with equality exactly when every eigenvalue is simple. -/
theorem form_factor_plateau {U : Matrix n n ℂ} (hU : U ∈ Matrix.unitaryGroup n ℂ) :
    Tendsto (timeAverage U) atTop (𝓝 (plateau U : ℝ)) ∧ Fintype.card n ≤ plateau U ∧
      (plateau U = Fintype.card n ↔ ∀ z ∈ levels U, mult U z = 1) := by
  have hle : ∀ z ∈ levels U, mult U z ≤ mult U z ^ 2 := fun z _ =>
    Nat.le_self_pow two_ne_zero _
  refine ⟨tendsto_plateau hU, ?_, ?_⟩
  · rw [← sum_mult hU]
    exact Finset.sum_le_sum hle
  · rw [← sum_mult hU, plateau, eq_comm, Finset.sum_eq_sum_iff_of_le hle]
    refine forall₂_congr fun z hz => ⟨fun h => ?_, fun h => by rw [h, one_pow]⟩
    -- a level has a nonzero eigenvector, so its multiplicity is positive
    have h0 : mult U z ≠ 0 := by
      intro h0
      obtain ⟨v, hv, e⟩ := (mem_levels U z).mp hz
      have hb : Module.End.eigenspace (Matrix.toLin' U) z = ⊥ := Submodule.finrank_eq_zero.mp h0
      have hm : v ∈ Module.End.eigenspace (Matrix.toLin' U) z :=
        Module.End.mem_eigenspace_iff.mpr e
      rw [hb] at hm
      exact hv ((Submodule.mem_bot ℂ).mp hm)
    exact Nat.eq_of_mul_eq_mul_left (Nat.pos_of_ne_zero h0) (by rw [mul_one, ← sq, ← h])

/-- If every eigenvalue of a unitary matrix has the same multiplicity `d`, the time-averaged
form factor tends to `d` times the dimension. -/
theorem uniform_degeneracy {U : Matrix n n ℂ} (hU : U ∈ Matrix.unitaryGroup n ℂ) (d : ℕ)
    (hd : ∀ z ∈ levels U, mult U z = d) :
    Tendsto (timeAverage U) atTop (𝓝 ((d : ℝ) * Fintype.card n)) := by
  have h : plateau U = d * Fintype.card n := by
    rw [← sum_mult hU, plateau, Finset.mul_sum]
    exact Finset.sum_congr rfl fun z hz => by rw [hd z hz, sq]
  have ht := tendsto_plateau hU
  rw [h, Nat.cast_mul] at ht
  exact ht

end

end FormFactorPlateau
```

```lean
#print axioms FormFactorPlateau.form_factor_plateau
#print axioms FormFactorPlateau.uniform_degeneracy
```

```
'FormFactorPlateau.form_factor_plateau' depends on axioms: [propext, Classical.choice, Quot.sound]
'FormFactorPlateau.uniform_degeneracy' depends on axioms: [propext, Classical.choice, Quot.sound]
```

## How the lemmas carry the derivation

`mem_levels` links the two descriptions of an eigenvalue: z is a root of the characteristic polynomial exactly when z − U annihilates a nonzero vector. `norm_level` then compares v†v before and after applying U.

In `eigenspaces_span`, `hN` is the normality of A, and `key` is the induction that reduces A^k y = 0 to Ay = 0. The two cancellations, of A and then of A†, are the Mathlib lemmas that give `h4` and the last line of `key`.

`trace_pow` assembles the direct sum in `hint`, shows in `hpow` that U^k acts as z^k on an eigenspace, and adds the traces of the blocks. `sum_mult` is its case k = 0.

`phase_average` proves the geometric identity `geo` by induction and squeezes the average below 2/|q − 1| divided by K. In `tendsto_plateau`, `hff` is the double sum, `havg` moves the time average inside it, and `hlim` takes the limit term by term, splitting on whether `z = w`. The computation runs in the complex numbers, and the last line takes real parts.

In `form_factor_plateau`, `hle` is m_z ≤ m_z². Given these termwise inequalities, `Finset.sum_eq_sum_iff_of_le` turns equality of the sums into equality of every term. Since m = m² also allows m = 0, `h0` excludes that value using the nonzero eigenvector from `mem_levels`. For `uniform_degeneracy`, each m_z² is rewritten as d·m_z, and `sum_mult` gives dN.
